# A discrete helix has a nonzero translational period exactly when its rotation per step is a rational fraction of a turn

A helix is treated here as a set of unlabelled points, so a translation counts as a period if it maps the whole set onto itself, whichever point lands on which. Space is $\mathbb{C}\times\mathbb{R}$: a point $x=(w,z)$ has horizontal position $w$, written as a complex number, and height $z$. The points of the helix are the images of one off-axis point, $w\neq 0$, under all integer powers of a screw motion with angle $a$ and nonzero slide $c$. Such a set has a nonzero period if and only if $a/(2\pi)$ is rational.

For a single ideal, rigid helix of identical sites, this decides whether a simulation cell repeated by pure translation along the axis can reproduce it without distortion.

In Lean 4 with Mathlib:

```lean
import Mathlib

namespace ScrewAxisHelix

noncomputable section
```

## The screw motion and its orbit

The screw motion is
$$g(w,z)=(e^{ia}w,\;z+c),\qquad g^{-1}(w,z)=(e^{-ia}w,\;z-c).$$
Angles are in radians, and $a$ and $c$ may have either sign. Declaring `screw a c` as a permutation of space requires a proof that these two maps undo each other; in return, negative powers of $g$ are available.

```lean
/-- The screw motion about the z axis with rotation angle `a` and slide `c`. A point of space is
a pair: its horizontal position as a complex number, and its height. -/
def screw (a c : ℝ) : Equiv.Perm (ℂ × ℝ) where
  toFun y := (Complex.exp (a * Complex.I) * y.1, y.2 + c)
  invFun y := (Complex.exp (-(a * Complex.I)) * y.1, y.2 - c)
  left_inv y := by
    refine Prod.ext ?_ ?_
    · show Complex.exp (-(a * Complex.I)) * (Complex.exp (a * Complex.I) * y.1) = y.1
      rw [← mul_assoc, ← Complex.exp_add, neg_add_cancel, Complex.exp_zero, one_mul]
    · show y.2 + c - c = y.2
      ring
  right_inv y := by
    refine Prod.ext ?_ ?_
    · show Complex.exp (a * Complex.I) * (Complex.exp (-(a * Complex.I)) * y.1) = y.1
      rw [← mul_assoc, ← Complex.exp_add, add_neg_cancel, Complex.exp_zero, one_mul]
    · show y.2 - c + c = y.2
      ring
```

The helix through $x$ is $\{g^n x : n\in\mathbb{Z}\}$, infinite in both directions. It is the orbit of one point. A structure with several atoms per screw step is a union of such orbits, which the theorems do not treat.

```lean
/-- The discrete helix through `x`: its orbit under all integer powers of the screw motion. -/
def helix (a c : ℝ) (x : ℂ × ℝ) : Set (ℂ × ℝ) :=
  Set.range fun n : ℤ => (screw a c ^ n) x
```

A vector $v$ is a period of $S$ if $S+v=S$. The zero vector always qualifies, so the criterion has to ask for $v\neq 0$.

```lean
/-- The vector `v` is a period of the set `S` if translation by `v` maps `S` onto itself. -/
def IsPeriod (v : ℂ × ℝ) (S : Set (ℂ × ℝ)) : Prop :=
  (fun y => y + v) '' S = S
```

## Powers of a screw motion

Applying first the screw motion $(b,d)$ and then $(a,c)$ gives
$$e^{ia}(e^{ib}w)=e^{i(a+b)}w,\qquad (z+d)+c=z+(c+d).$$

```lean
/-- Screw motions about a common axis compose by adding their angles and their slides. -/
theorem screw_mul (a b c d : ℝ) : screw a c * screw b d = screw (a + b) (c + d) := by
  refine Equiv.ext fun y => Prod.ext ?_ ?_
  · show Complex.exp (a * Complex.I) * (Complex.exp (b * Complex.I) * y.1)
      = Complex.exp (((a + b : ℝ) : ℂ) * Complex.I) * y.1
    rw [← mul_assoc, ← Complex.exp_add, Complex.ofReal_add, add_mul]
  · show y.2 + d + c = y.2 + (c + d)
    ring
```

Hence $g^n$ has angle $na$ and slide $nc$. The proof is an induction from $n=0$, upwards by multiplying with $g$ and downwards by multiplying with $g^{-1}$.

```lean
/-- The `n`-th power of a screw motion, for any integer `n`, is the screw motion with `n` times
the angle and `n` times the slide. -/
theorem screw_zpow (a c : ℝ) (n : ℤ) : screw a c ^ n = screw (n * a) (n * c) := by
  refine Int.induction_on n ?_ (fun k ih => ?_) (fun k ih => ?_)
  · rw [zpow_zero]
    exact Equiv.ext fun y => Prod.ext (by simp [screw]) (by simp [screw])
  · rw [zpow_add_one, ih, screw_mul]
    congr 1 <;> push_cast <;> ring
  · rw [zpow_sub_one, ih, mul_inv_eq_iff_eq_mul, screw_mul]
    congr 1 <;> push_cast <;> ring
```

Applied to $x$, this gives the points of the helix:
$$g^n x=\big((e^{ia})^n w,\;z+nc\big).$$

```lean
/-- The `n`-th point of the helix: the horizontal position is multiplied by the `n`-th power of
the phase `exp (i a)`, and the height grows by `n c`. -/
theorem screw_zpow_apply (a c : ℝ) (n : ℤ) (x : ℂ × ℝ) :
    (screw a c ^ n) x = (Complex.exp (a * Complex.I) ^ n * x.1, x.2 + n * c) := by
  have e : ((n * a : ℝ) : ℂ) * Complex.I = n * (a * Complex.I) := by
    push_cast
    ring
  rw [screw_zpow, ← Complex.exp_int_mul, ← e]
  rfl
```

## All periods of the helix

Suppose that $g^n x+v=g^{n+m}x$ for every $n$. Then translation by $v$ keeps the helix inside itself, and it reaches every point, since point $n$ is the image of point $n-m$. So $v$ is a period.

```lean
/-- If translation by `v` carries every point of the helix to the point `m` steps further on,
then `v` is a period of the helix. -/
theorem isPeriod_of_shift {a c : ℝ} {x v : ℂ × ℝ} (m : ℤ)
    (h : ∀ n : ℤ, (screw a c ^ n) x + v = (screw a c ^ (n + m)) x) :
    IsPeriod v (helix a c x) := by
  unfold IsPeriod
  refine Set.ext fun y => ⟨?_, ?_⟩
  · rintro ⟨_, ⟨n, rfl⟩, rfl⟩
    exact ⟨n + m, (h n).symm⟩
  · rintro ⟨n, rfl⟩
    exact ⟨_, ⟨n - m, rfl⟩, (h (n - m)).trans (by rw [sub_add_cancel])⟩
```

Conversely, let $v=(u,s)$ be a period and write $E=e^{ia}$. Point $0$ goes to some point $m$, and point $1$ to some point $k$:
$$E^m w=w+u,\quad mc=s;\qquad E^k w=Ew+u,\quad kc=c+s.$$
The heights give $kc=(m+1)c$, so $k=m+1$ because $c\neq 0$. Subtracting the horizontal equations leaves
$$(E^m-1)(E-1)\,w=0.$$
Since $w\neq 0$, one of the other factors vanishes. If it is $E-1$, then $E^m=1$ as well, so $E^m=1$ in both cases. Therefore $u=0$ and $v=(0,mc)$. The condition $E^m=1$ says that $ma$ is an integer multiple of $2\pi$.

In the other direction, if $E^m=1$, then $g^{n+m}x=g^n x+(0,mc)$ for every $n$, and the previous lemma applies.

In the code, `phase` translates $E^m=1$ into whole turns, `key` reads off where each point goes, and `hprod` is the subtraction.

```lean
/-- If the slide `c` of the screw motion is nonzero, the periods of the helix through an off-axis
point are exactly the slides by `m c` along the axis, `m` an integer, for which `m a` is a whole
number of full turns. -/
theorem isPeriod_helix_iff {a c : ℝ} (hc : c ≠ 0) {x : ℂ × ℝ} (hx : x.1 ≠ 0) (v : ℂ × ℝ) :
    IsPeriod v (helix a c x) ↔
      ∃ m : ℤ, v = (0, m * c) ∧ ∃ k : ℤ, (m : ℝ) * a = k * (2 * Real.pi) := by
  have hE : Complex.exp (a * Complex.I) ≠ 0 := Complex.exp_ne_zero _
  -- a trivial phase means a whole number of turns
  have phase : ∀ m : ℤ, Complex.exp (a * Complex.I) ^ m = 1 ↔
      ∃ k : ℤ, (m : ℝ) * a = k * (2 * Real.pi) := by
    intro m
    rw [← Complex.exp_int_mul, Complex.exp_eq_one_iff]
    constructor
    · rintro ⟨k, h⟩
      refine ⟨k, Complex.ofReal_injective ?_⟩
      push_cast
      exact mul_right_cancel₀ Complex.I_ne_zero (by linear_combination h)
    · rintro ⟨k, h⟩
      have h' := congrArg (fun r : ℝ => (r : ℂ)) h
      push_cast at h'
      exact ⟨k, by linear_combination Complex.I * h'⟩
  constructor
  · intro h
    unfold IsPeriod at h
    have key : ∀ n : ℤ, ∃ k : ℤ,
        Complex.exp (a * Complex.I) ^ k * x.1 = Complex.exp (a * Complex.I) ^ n * x.1 + v.1 ∧
        x.2 + k * c = x.2 + n * c + v.2 := by
      intro n
      have h' : (screw a c ^ n) x + v ∈ (fun y => y + v) '' helix a c x :=
        ⟨_, ⟨n, rfl⟩, rfl⟩
      rw [h] at h'
      obtain ⟨k, hk⟩ := h'
      have hk' : (screw a c ^ k) x = (screw a c ^ n) x + v := hk
      rw [screw_zpow_apply a c k, screw_zpow_apply a c n] at hk'
      exact ⟨k, congrArg Prod.fst hk', congrArg Prod.snd hk'⟩
    obtain ⟨m, hm1, hm2⟩ := key 0
    obtain ⟨k, hk1, hk2⟩ := key 1
    rw [zpow_zero] at hm1
    rw [zpow_one] at hk1
    rw [Int.cast_zero] at hm2
    rw [Int.cast_one] at hk2
    -- the heights force point 1 to go to point m + 1
    have hkm' : (k : ℝ) = m + 1 := mul_right_cancel₀ hc (by linarith)
    have hkm : k = m + 1 := by exact_mod_cast hkm'
    rw [hkm, zpow_add_one₀ hE] at hk1
    -- the horizontal displacements of points 0 and 1 agree
    have hprod : (Complex.exp (a * Complex.I) ^ m - 1) *
        (Complex.exp (a * Complex.I) - 1) * x.1 = 0 := by
      linear_combination hk1 - hm1
    have hphase : Complex.exp (a * Complex.I) ^ m = 1 := by
      rcases mul_eq_zero.mp ((mul_eq_zero.mp hprod).resolve_right hx) with h0 | h0
      · exact sub_eq_zero.mp h0
      · rw [sub_eq_zero.mp h0, one_zpow]
    rw [hphase] at hm1
    have hv1 : v.1 = 0 := by linear_combination -hm1
    have hv2 : v.2 = m * c := by linarith
    exact ⟨m, Prod.ext hv1 hv2, (phase m).mp hphase⟩
  · rintro ⟨m, rfl, hm⟩
    refine isPeriod_of_shift m fun n => ?_
    rw [screw_zpow_apply a c n, screw_zpow_apply a c (n + m), zpow_add₀ hE,
      (phase m).mpr hm, mul_one]
    refine Prod.ext (add_zero _) ?_
    show x.2 + n * c + m * c = x.2 + ((n + m : ℤ) : ℝ) * c
    push_cast
    ring
```

## The rationality criterion

A nonzero period $(0,mc)$ has $m\neq 0$, so $ma=2\pi k$ gives $a/(2\pi)=k/m$. Conversely, if $a/(2\pi)=q$ is rational with denominator `q.den`, the rotation closes up after `q.den` steps. The slide accumulated by then is nonzero because $c\neq 0$, and it is a period.

```lean
/-- The helix through an off-axis point, generated by a screw motion with nonzero slide, is
invariant under some nonzero translation if and only if `a / (2 π)` is rational. -/
theorem helix_commensurate_iff {a c : ℝ} (hc : c ≠ 0) {x : ℂ × ℝ} (hx : x.1 ≠ 0) :
    (∃ v : ℂ × ℝ, v ≠ 0 ∧ IsPeriod v (helix a c x)) ↔
      ∃ q : ℚ, a / (2 * Real.pi) = q := by
  have hpi : 2 * Real.pi ≠ 0 := by positivity
  constructor
  · rintro ⟨v, hv, h⟩
    obtain ⟨m, hvm, k, hk⟩ := (isPeriod_helix_iff hc hx v).mp h
    have hm : (m : ℝ) ≠ 0 := by
      intro h0
      apply hv
      rw [hvm, h0, zero_mul]
      rfl
    refine ⟨(k : ℚ) / m, ?_⟩
    push_cast
    rw [div_eq_div_iff hpi hm]
    linarith
  · rintro ⟨q, hq⟩
    have hd : (q.den : ℝ) ≠ 0 := by exact_mod_cast q.den_nz
    rw [Rat.cast_def, div_eq_div_iff hpi hd] at hq
    -- after `q.den` steps the rotation has closed up
    refine ⟨(0, (q.den : ℝ) * c), fun h => mul_ne_zero hd hc (congrArg Prod.snd h), ?_⟩
    refine (isPeriod_helix_iff hc hx _).mpr ⟨(q.den : ℤ), ?_, q.num, ?_⟩
    · rw [Int.cast_natCast]
    · rw [Int.cast_natCast]
      linarith
```

Let $a=2\pi p/N$ with $p$ and $N$ coprime and $N\ge 1$. The condition $ma=2\pi k$ becomes $mp=kN$, so $N$ divides $m$. Writing $m=Nj$ gives the periods $(0,jNc)$, and every integer $j$ occurs, since $Nja=2\pi pj$. The shortest nonzero period thus has length $N|c|$. No horizontal lattice is assumed, so $N$ is not limited to the orders found in space groups.

```lean
/-- For a screw motion with nonzero slide `c` and a rotation by `p / N` of a full turn, in lowest
terms, the periods of the helix through an off-axis point are exactly the integer multiples of the
slide `N c` along the axis. -/
theorem isPeriod_rational_screw_iff {c : ℝ} (hc : c ≠ 0) {x : ℂ × ℝ} (hx : x.1 ≠ 0)
    {p : ℤ} {N : ℕ} (hN : N ≠ 0) (hp : IsCoprime p (N : ℤ)) (v : ℂ × ℝ) :
    IsPeriod v (helix (2 * Real.pi * p / N) c x) ↔ ∃ j : ℤ, v = (0, j * (N * c)) := by
  have hpi : 2 * Real.pi ≠ 0 := by positivity
  have hN' : (N : ℝ) ≠ 0 := by exact_mod_cast hN
  rw [isPeriod_helix_iff hc hx]
  constructor
  · rintro ⟨m, rfl, k, hk⟩
    have h2 : 2 * Real.pi * ((m : ℝ) * p) = 2 * Real.pi * (k * N) := by
      calc 2 * Real.pi * ((m : ℝ) * p) = (m * (2 * Real.pi * p / N)) * N := by field_simp
        _ = 2 * Real.pi * (k * N) := by rw [hk]; ring
    have h3 : m * p = k * (N : ℤ) := by exact_mod_cast mul_left_cancel₀ hpi h2
    -- coprimality: the number of steps is a multiple of N
    obtain ⟨j, rfl⟩ : (N : ℤ) ∣ m :=
      hp.symm.dvd_of_dvd_mul_right ⟨k, by rw [h3, mul_comm]⟩
    refine ⟨j, Prod.ext rfl ?_⟩
    show (((N : ℤ) * j : ℤ) : ℝ) * c = j * (N * c)
    push_cast
    ring
  · rintro ⟨j, rfl⟩
    refine ⟨(N : ℤ) * j, Prod.ext rfl ?_, p * j, ?_⟩
    · show (j : ℝ) * (N * c) = (((N : ℤ) * j : ℤ) : ℝ) * c
      push_cast
      ring
    · push_cast
      field_simp
```

## Points on the axis

If $w=0$, rotation does nothing and $g^n x=(0,z+nc)$. The slide $(0,c)$ moves each point to the next and is a period for every angle, rational fraction of a turn or not. This is why the criterion requires an off-axis point. The condition $c\neq 0$ has a similar reason, given here only in prose: without a slide the orbit lies on a circle, and a bounded nonempty set has no nonzero period.

```lean
/-- For a point on the axis, the slide `c` along the axis is a period of the orbit, whatever the
rotation angle. -/
theorem isPeriod_on_axis (a c : ℝ) {x : ℂ × ℝ} (hx : x.1 = 0) :
    IsPeriod (0, c) (helix a c x) := by
  refine isPeriod_of_shift 1 fun n => ?_
  rw [screw_zpow_apply a c n, screw_zpow_apply a c (n + 1), hx, mul_zero, mul_zero]
  refine Prod.ext (add_zero _) ?_
  show x.2 + n * c + c = x.2 + ((n + 1 : ℤ) : ℝ) * c
  push_cast
  ring

end

end ScrewAxisHelix
```

```lean
#print axioms ScrewAxisHelix.helix_commensurate_iff
#print axioms ScrewAxisHelix.isPeriod_rational_screw_iff
#print axioms ScrewAxisHelix.isPeriod_on_axis
```

```
'ScrewAxisHelix.helix_commensurate_iff' depends on axioms: [propext, Classical.choice, Quot.sound]
'ScrewAxisHelix.isPeriod_rational_screw_iff' depends on axioms: [propext, Classical.choice, Quot.sound]
'ScrewAxisHelix.isPeriod_on_axis' depends on axioms: [propext, Classical.choice, Quot.sound]
```
